# Size differences lower the Flory–Huggins athermal Gibbs energy of mixing below its ideal value

The vapour pressure of a solvent above a polymer solution can lie below Raoult's law even when unlike molecules have no special attraction for each other. An analysis that measures deviations from ideal mole-fraction mixing, and ignores molecular size, books this lowering as attraction, and the fitted interaction energy then carries an error that comes from size alone. The sign of the size contribution tells in which direction this error points.

In the Flory–Huggins model without interaction energies, that contribution to the excess Gibbs energy is never positive, and it vanishes only when all components have the same size. The result therefore fixes the sign of an athermal Flory–Huggins term in an activity-coefficient model, though not the sign of a combinatorial part that also contains shape corrections.

## From volume fractions to the sign of the excess

Let a mixture contain amounts $n_i$ of finitely many components with sizes $r_i>0$, for example numbers of polymer segments. Put $N=\sum_j n_j$ and $V=\sum_j r_jn_j$. The volume fraction is $p_i=r_in_i/V$, often written $\phi_i$; here $p$ is not a pressure. In units of $RT$, the model postulates the Gibbs energy of mixing $\sum_i n_i\log p_i$, which is minus the entropy of mixing, in units of $R$, that a mean-field count gives for chains placed at random on a lattice; the heat of mixing is taken to be zero. The ideal value is $\sum_i n_i\log(n_i/N)$, so the excess is

$$G=\sum_i n_i\log\frac{p_i}{n_i/N}=\sum_i n_i\log\frac{r_iN}{V}.$$

Adding component $k$ changes $N$ at rate $1$ and $V$ at rate $r_k$. Hence

$$\frac{\partial G}{\partial n_k}=\log\frac{r_kN}{V}+\sum_i n_i\left(\frac1N-\frac{r_k}{V}\right)=\log\frac{r_kN}{V}+1-\frac{r_kN}{V}.$$

This is the logarithm of the activity coefficient $\gamma_k$. For one mole in total, the amounts are mole fractions $x_i>0$ with $\sum_i x_i=1$, and $V$ becomes the mean size $\bar r=\sum_j r_jx_j$. Then $p_i/x_i=r_i/\bar r$, and

$$\log\gamma_i=\log\frac{r_i}{\bar r}+1-\frac{r_i}{\bar r}.$$

The molar excess $g=\sum_i x_i\log(p_i/x_i)$ is the average of these logarithms, because both kinds of fraction sum to one:

$$\sum_i x_i\log\gamma_i=g+\sum_i x_i-\sum_i p_i=g.$$

The function $y-1-\log y$ has derivative $1-1/y$, which is negative for $0<y<1$ and positive for $y>1$. Its only minimum is therefore the value $0$ at $y=1$, so $\log y\le y-1$ with equality only there. Taking $y=r_i/\bar r$ gives $\log\gamma_i\le0$, with equality exactly when $r_i=\bar r$. Averaging gives $g\le0$.

If $g=0$, a sum of nonpositive terms $x_i\log\gamma_i$ vanishes, so each term vanishes. Since $x_i>0$, every $r_i$ equals $\bar r$, and all sizes agree. Conversely, if all sizes equal $r$, then $\bar r=r\sum_i x_i=r$ and every $\log\gamma_i$ is zero. Finally, $g=\sum_i x_i\log p_i-\sum_i x_i\log x_i$, so two unequal sizes put the athermal Gibbs energy of mixing strictly below the ideal one.

## An equimolar mixture with sizes one and three

Take $x_1=x_2=\tfrac12$, $r_1=1$ and $r_2=3$. Then $\bar r=2$, $p_1=\tfrac14$ and $p_2=\tfrac34$, so

$$g=\tfrac12\log\tfrac12+\tfrac12\log\tfrac32=\tfrac12\log\tfrac34\approx-0.144.$$

The second term of this sum is positive, so the sign cannot be read off term by term. The logarithms of the activity coefficients do have a fixed sign: $\log\gamma_1\approx-0.193$ and $\log\gamma_2\approx-0.095$, with average $-0.144$. The Gibbs energy of mixing falls from $-0.693$ to $-0.837$ in units of $RT$.

With a single component, $x_1=p_1=1$ and $g=0$, in agreement with the equality condition, since there is no second size to differ.

## Mixtures as functions on a finite set of components

The type `ι` labels the components. Amounts, mole fractions and sizes are real-valued functions on it.

```lean
import Mathlib

open Finset

namespace AthermalMixing

noncomputable section

variable {ι : Type*} [Fintype ι]
```

`totalVolume` is $V$ when its first argument is a set of amounts, and $\bar r$ when it is a set of mole fractions.

```lean
/-- Total volume of a mixture with amounts `n` and molecular sizes `r`; for mole fractions
it is the mean size. -/
def totalVolume (n r : ι → ℝ) : ℝ := ∑ j, r j * n j
```

The volume fraction $p_i$ is likewise defined for arbitrary amounts. A common unit of size cancels in it.

```lean
/-- Volume fraction of component `i`, for mixtures of nonzero total volume. -/
def volumeFraction (n r : ι → ℝ) (i : ι) : ℝ := r i * n i / totalVolume n r
```

The next two definitions are $g$ and $G$. Temperature enters only through the unit $RT$, and the sizes are fixed numbers.

```lean
/-- Athermal excess Gibbs energy per mole, in units of `RT`, at positive mole fractions `x` and
positive sizes `r`. -/
def molarExcess (x r : ι → ℝ) : ℝ := ∑ i, x i * Real.log (volumeFraction x r i / x i)

/-- Athermal excess Gibbs energy, in units of `RT`, of a mixture with positive amounts `n` and
positive sizes `r`. -/
def totalExcess (n r : ι → ℝ) : ℝ :=
  ∑ i, n i * Real.log (volumeFraction n r i / (n i / ∑ j, n j))
```

The activity coefficient is defined by its Flory–Huggins formula without interaction energies; its link to $G$ is proved below.

```lean
/-- Flory-Huggins expression for the logarithm of the activity coefficient of component `i`, at mole
fractions `x` with `x i` positive, and positive sizes `r`. -/
def logActivityCoeff (x r : ι → ℝ) (i : ι) : ℝ :=
  Real.log (volumeFraction x r i / x i) + 1 - volumeFraction x r i / x i
```

The theorems on the excess assume positive mole fractions, positive sizes and $\sum_i x_i=1$. Positivity of the mole fractions matters for the equality clause: a component at zero mole fraction adds nothing to the excess, so its size could differ from a common size of the others while the excess stayed zero. The step from these theorems to a real solution is the assumption that its excess Gibbs energy has the Flory–Huggins form without an interaction term.

## The activity coefficient as a derivative

The mean size is a sum of positive terms. There is at least one term, since an empty sum could not equal one.

```lean
/-- A mixture with positive mole fractions summing to one and positive sizes has positive
total volume. -/
theorem totalVolume_pos {x r : ι → ℝ} (hx : ∀ i, 0 < x i) (hr : ∀ i, 0 < r i)
    (hs : ∑ i, x i = 1) : 0 < totalVolume x r := by
  have h : ∑ i, x i ≠ 0 := by rw [hs]; exact one_ne_zero
  exact Finset.sum_pos (fun i _ => mul_pos (hr i) (hx i)) (Finset.nonempty_of_sum_ne_zero h)
```

The identity $p_i/x_i=r_i/\bar r$ is proved for $x_i\ne0$. It has its usual meaning when $\bar r\ne0$; at $\bar r=0$ both sides are zero by Lean's convention for division by zero.

```lean
/-- For a component that is present, the ratio of volume fraction to mole fraction is its size
divided by the mean size. -/
theorem volumeFraction_div {x r : ι → ℝ} {i : ι} (hx : x i ≠ 0) :
    volumeFraction x r i / x i = r i / totalVolume x r := by
  unfold volumeFraction
  rw [mul_div_right_comm]
  exact mul_div_cancel_right₀ _ hx
```

The following theorem adds an amount `t` of component `k` to one mole of mixture, keeps the other amounts fixed, and differentiates $G$ at `t = 0`. In the proof, `hform` rewrites $G$ as $\sum_i n_i\log(r_iN/V)$, while `hN` and `hR` give $N=1+t$ and $V=\bar r+r_kt$. The statement `h` differentiates one summand by the product, quotient and chain rules. Summing over `i` leaves $\log(r_k/\bar r)$ from the added component and $1-r_k/\bar r$ from the change in composition.

```lean
/-- At positive mole fractions summing to one and positive sizes, the logarithmic activity
coefficient of component `k` is the rate of change of the total excess Gibbs energy when
an amount `t` of `k` is added. -/
theorem hasDerivAt_totalExcess [DecidableEq ι] {x r : ι → ℝ} (hx : ∀ i, 0 < x i)
    (hr : ∀ i, 0 < r i) (hs : ∑ i, x i = 1) (k : ι) :
    HasDerivAt (fun t : ℝ => totalExcess (fun i => x i + if i = k then t else 0) r)
      (logActivityCoeff x r k) 0 := by
  have hV := (totalVolume_pos hx hr hs).ne'
  -- the amount of each component cancels inside its logarithm
  have hform : ∀ n : ι → ℝ, totalExcess n r =
      ∑ i, n i * Real.log (r i * (∑ j, n j) / totalVolume n r) := by
    intro n
    refine Finset.sum_congr rfl fun i _ => ?_
    by_cases hn : n i = 0
    · rw [hn, zero_mul, zero_mul]
    · have e : volumeFraction n r i / (n i / ∑ j, n j) =
          r i * (∑ j, n j) / totalVolume n r * (n i / n i) := by
        unfold volumeFraction
        rw [div_div_eq_mul_div]
        ring
      rw [e, div_self hn, mul_one]
  have hN : ∀ t : ℝ, ∑ i, (x i + if i = k then t else 0) = 1 + t := by
    intro t
    simp [Finset.sum_add_distrib, hs]
  have hR : ∀ t : ℝ, totalVolume (fun i => x i + if i = k then t else 0) r =
      totalVolume x r + r k * t := by
    intro t
    simp [totalVolume, mul_add, Finset.sum_add_distrib]
  simp only [hform, hN, hR]
  -- differentiate each term by the product and chain rules
  have h : ∀ i, HasDerivAt (fun t : ℝ => (x i + if i = k then t else 0) *
      Real.log (r i * (1 + t) / (totalVolume x r + r k * t)))
      ((if i = k then 1 else 0) * Real.log (r i / totalVolume x r) +
        x i * (1 - r k / totalVolume x r)) 0 := by
    intro i
    have hri := (hr i).ne'
    have h1 : HasDerivAt (fun t : ℝ => x i + if i = k then t else 0)
        (if i = k then 1 else 0) 0 := by
      split_ifs
      · exact (hasDerivAt_id' (0 : ℝ)).const_add (x i)
      · exact hasDerivAt_const (0 : ℝ) (x i + 0)
    have h2 : HasDerivAt (fun t : ℝ => r i * (1 + t)) (r i * 1) 0 :=
      ((hasDerivAt_id' (0 : ℝ)).const_add 1).const_mul (r i)
    have h3 : HasDerivAt (fun t : ℝ => totalVolume x r + r k * t) (r k * 1) 0 :=
      ((hasDerivAt_id' (0 : ℝ)).const_mul (r k)).const_add (totalVolume x r)
    have h4 := (h2.fun_div h3 (by simpa using hV)).log
      (by simpa using And.intro hri hV)
    refine (h1.fun_mul h4).congr_deriv ?_
    have e : (r i * totalVolume x r - r i * r k) / totalVolume x r ^ 2 /
        (r i / totalVolume x r) = 1 - r k / totalVolume x r := by
      field_simp
    simp only [add_zero, mul_zero, mul_one, ite_self]
    rw [e]
  refine (HasDerivAt.fun_sum fun i _ => h i).congr_deriv ?_
  rw [Finset.sum_add_distrib, ← Finset.sum_mul, hs, logActivityCoeff,
    volumeFraction_div (hx k).ne']
  simp only [ite_mul, one_mul, zero_mul, Finset.sum_ite_eq', Finset.mem_univ, if_true]
  ring
```

## Averaging nonpositive logarithms

The statement `hp` says that the volume fractions sum to one. The statement `h` splits each weighted logarithm into a term of $g$ and the difference $x_i-p_i$, and these differences sum to zero.

```lean
/-- For positive mole fractions summing to one and positive sizes, the molar excess Gibbs energy
is the mole-fraction average of the logarithmic activity coefficients. -/
theorem sum_logActivityCoeff {x r : ι → ℝ} (hx : ∀ i, 0 < x i) (hr : ∀ i, 0 < r i)
    (hs : ∑ i, x i = 1) : ∑ i, x i * logActivityCoeff x r i = molarExcess x r := by
  have hp : ∑ i, volumeFraction x r i = 1 := by
    unfold volumeFraction
    rw [← Finset.sum_div]
    exact div_self (totalVolume_pos hx hr hs).ne'
  have h : ∀ i, x i * logActivityCoeff x r i =
      x i * Real.log (volumeFraction x r i / x i) + (x i - volumeFraction x r i) := by
    intro i
    have e : x i * (volumeFraction x r i / x i) = volumeFraction x r i :=
      mul_div_cancel₀ _ (hx i).ne'
    unfold logActivityCoeff
    linear_combination -e
  simp only [h]
  rw [Finset.sum_add_distrib, Finset.sum_sub_distrib, hs, hp, sub_self, add_zero, molarExcess]
```

The tangent inequality for the logarithm gives the sign of each logarithmic activity coefficient. Its strict version rules out a zero when $r_i\ne\bar r$, and substituting $r_i=\bar r$ gives the converse.

```lean
/-- For positive mole fractions summing to one and positive sizes, no logarithmic activity
coefficient is positive, and that of `i` vanishes exactly when `i` has the mean size. -/
theorem logActivityCoeff_nonpos {x r : ι → ℝ} (hx : ∀ i, 0 < x i) (hr : ∀ i, 0 < r i)
    (hs : ∑ i, x i = 1) (i : ι) :
    logActivityCoeff x r i ≤ 0 ∧ (logActivityCoeff x r i = 0 ↔ r i = totalVolume x r) := by
  have hV := totalVolume_pos hx hr hs
  have hq : 0 < r i / totalVolume x r := div_pos (hr i) hV
  rw [logActivityCoeff, volumeFraction_div (hx i).ne']
  refine ⟨by linarith [Real.log_le_sub_one_of_pos hq], fun h => ?_, fun h => ?_⟩
  · -- the logarithm meets its tangent only at one
    by_contra hne
    have h1 : r i / totalVolume x r ≠ 1 := fun e => hne ((div_eq_one_iff_eq hV.ne').mp e)
    linarith [Real.log_lt_sub_one_of_pos hq h1]
  · rw [h, div_self hV.ne', Real.log_one]
    norm_num
```

The main theorem states both the sign and the equality condition. After $g$ is replaced by the average, `Finset.sum_nonpos` gives the inequality. For equality, `Finset.sum_eq_zero_iff_of_nonpos` makes every term vanish, and dividing out the positive $x_i$ leaves each size equal to the mean. In the other direction, equal sizes are first shown to equal their mean.

```lean
/-- **Sign of the athermal excess Gibbs energy.** For positive mole fractions summing to one and
positive sizes, the excess Gibbs energy is at most zero, and is zero exactly when all sizes are
equal. -/
theorem molarExcess_nonpos {x r : ι → ℝ} (hx : ∀ i, 0 < x i) (hr : ∀ i, 0 < r i)
    (hs : ∑ i, x i = 1) :
    molarExcess x r ≤ 0 ∧ (molarExcess x r = 0 ↔ ∀ i j, r i = r j) := by
  have hterm : ∀ i ∈ Finset.univ, x i * logActivityCoeff x r i ≤ 0 := fun i _ =>
    mul_nonpos_of_nonneg_of_nonpos (hx i).le (logActivityCoeff_nonpos hx hr hs i).1
  rw [← sum_logActivityCoeff hx hr hs]
  refine ⟨Finset.sum_nonpos hterm, fun h => ?_, fun h => ?_⟩
  · -- a vanishing sum of nonpositive terms forces every size to be the mean size
    have hmean : ∀ i, r i = totalVolume x r := fun i =>
      (logActivityCoeff_nonpos hx hr hs i).2.mp
        ((mul_eq_zero.mp ((Finset.sum_eq_zero_iff_of_nonpos hterm).mp h i
          (Finset.mem_univ i))).resolve_left (hx i).ne')
    intro i j
    rw [hmean i, hmean j]
  · refine Finset.sum_eq_zero fun i _ => ?_
    have hmean : r i = totalVolume x r := by
      unfold totalVolume
      rw [Finset.sum_congr rfl fun j _ => by rw [h j i], ← Finset.mul_sum, hs, mul_one]
    rw [(logActivityCoeff_nonpos hx hr hs i).2.mpr hmean, mul_zero]
```

The last theorem takes two components `a` and `b` of different size. The equality condition excludes $g=0$, so $g<0$. The logarithm of each quotient is then split, which is allowed because $p_i$ and $x_i$ are positive, and $g$ becomes the athermal Gibbs energy of mixing minus the ideal one.

```lean
/-- For positive mole fractions summing to one and positive sizes, two of which differ, the
athermal Gibbs energy of mixing `∑ x log p` is strictly below the ideal value `∑ x log x`. -/
theorem mixing_lt_ideal {x r : ι → ℝ} (hx : ∀ i, 0 < x i) (hr : ∀ i, 0 < r i)
    (hs : ∑ i, x i = 1) {a b : ι} (hab : r a ≠ r b) :
    ∑ i, x i * Real.log (volumeFraction x r i) < ∑ i, x i * Real.log (x i) := by
  obtain ⟨hle, hiff⟩ := molarExcess_nonpos hx hr hs
  have hlt : molarExcess x r < 0 := lt_of_le_of_ne hle fun h => hab (hiff.mp h a b)
  have hsplit : molarExcess x r =
      ∑ i, x i * Real.log (volumeFraction x r i) - ∑ i, x i * Real.log (x i) := by
    rw [molarExcess, ← Finset.sum_sub_distrib]
    refine Finset.sum_congr rfl fun i _ => ?_
    have hp : 0 < volumeFraction x r i :=
      div_pos (mul_pos (hr i) (hx i)) (totalVolume_pos hx hr hs)
    rw [Real.log_div hp.ne' (hx i).ne', mul_sub]
  linarith

end

end AthermalMixing
```

```lean
#print axioms AthermalMixing.hasDerivAt_totalExcess
-- 'AthermalMixing.hasDerivAt_totalExcess' depends on axioms: [propext, Classical.choice, Quot.sound]
#print axioms AthermalMixing.mixing_lt_ideal
-- 'AthermalMixing.mixing_lt_ideal' depends on axioms: [propext, Classical.choice, Quot.sound]
```
